# For U ≥ 0, the least around-mean-field energy of a spin channel with an odd number d of orbitals is −U(d²−1)/(8d)

The around-mean-field (AMF) form of DFT+U, taken here with a single effective repulsion $U$, lowers the energy of a localised shell when its orbitals are unequally filled, and asking how far it can do so requires a choice of admissible occupation matrices. Here they are all complex $d\times d$ matrices $n$ for which $n$ and $1-n$ are positive semidefinite: no orbital, in any orthonormal basis, holds less than zero or more than one electron. This describes one spin channel. The letter $d$ counts orbitals, so a $p$ shell has $d=3$ and a $d$ shell has $d=5$.

For $d=2m+1$ and $U\ge 0$, the energy

$$E(n)=-\frac U2\,\mathrm{Tr}\Big(n-\frac{\mathrm{Tr}\,n}{d}\Big)^2$$

has minimum $-U(d^2-1)/(8d)$, attained by every orthogonal projection of rank $m$ or $m+1$. The constant $U$ stands for the effective screened on-site repulsion, often written $U-J$.

## The AMF term in a DFT+U cycle

At each self-consistency step, a code with this functional builds $n$ for each site and spin from the projected Kohn–Sham orbitals; $\mathrm{Tr}\,n^2$ and $\mathrm{Tr}\,n$ then determine $E(n)$. The bound limits what this term, with a single effective $U$, can contribute per spin channel.

Take $d=5$ and $U=4$ eV. Occupations $(1,1,0,0,0)$ give $-2\,(2-4/5)=-2.4$ eV, the minimum. Occupations $(1,1,\tfrac12,0,0)$ give $-2\,(2.25-1.25)=-2.0$ eV.

## Reduction to integer fillings

Write $t=\mathrm{Tr}\,n$, which is real because $n$ is Hermitian. Expanding the square,

$$\mathrm{Tr}\Big(n-\frac td\Big)^2=\mathrm{Tr}\,n^2-\frac{2t^2}{d}+\frac{t^2}{d}=\mathrm{Tr}\,n^2-\frac{t^2}{d}.$$

Let $\lambda_i\in[0,1]$ be the eigenvalues of $n$, so that $t=\sum_i\lambda_i$ and $\mathrm{Tr}\,n^2=\sum_i\lambda_i^2$. Consider

$$F=\sum_i\lambda_i^2+2mt-t^2.$$

In any single $\lambda_a$ the quadratic terms cancel, so $F$ is affine in it and is largest at $\lambda_a=0$ or $1$. Treating the levels one after another leaves an integer filling $k$, where

$$m(m+1)-(k+2mk-k^2)=(k-m)(k-m-1)\ge0,$$

because the factors are consecutive integers. Hence $F\le m(m+1)$.

Since $(d^2-1)/4=m(m+1)$ and $d=2m+1$, direct substitution gives

$$E(n)+\frac{U(d^2-1)}{8d}-\frac{U(d-1)}{2d}\mathrm{Tr}(n-n^2)=\frac{U}{2d}\big[m(m+1)-F\big]\ge0.$$

As $\mathrm{Tr}(n-n^2)=\sum_i\lambda_i(1-\lambda_i)\ge0$, the lower bound follows. The half-filled level in the example costs $1.6\times0.25=0.4$ eV, so this estimate is an equality there.

A projection of rank $k$ has $\mathrm{Tr}\,n^2=\mathrm{Tr}\,n=k$, hence energy $-Uk(d-k)/(2d)$. This equals the minimum for $k=m$ and $k=m+1$.

If $U>0$ and $m\ge1$, a minimiser must have $\mathrm{Tr}(n-n^2)=0$. Every $\lambda_i$ is then 0 or 1, so $n^2=n$, and the energy formula forces $(k-m)(k-m-1)=0$.

## The Lean file

```lean
import Mathlib

open Matrix
open scoped ComplexOrder

namespace AMFOddShell

noncomputable section

variable {d m : ℕ} {U : ℝ} {n : Matrix (Fin d) (Fin d) ℂ}

/-- An occupation matrix of a shell with `d` orbitals: both `n` and `1 - n` are
positive semidefinite. -/
structure IsOccupation (n : Matrix (Fin d) (Fin d) ℂ) : Prop where
  pos : n.PosSemidef
  hole : (1 - n).PosSemidef

/-- The around-mean-field energy, `-(U/2)` times the real part of `Tr((n - Tr n / d)²)`, for `d ≥ 1`
orbitals. -/
def amfEnergy (U : ℝ) (n : Matrix (Fin d) (Fin d) ℂ) : ℝ :=
  -(U / 2) * (((n - (n.trace / (d : ℂ)) • (1 : Matrix (Fin d) (Fin d) ℂ)) ^ 2).trace).re

/-- The diagonal `d × d` matrix with entry 1 at the indices below `k` (counted from 0) and 0 at the
others. -/
def filledShell (d k : ℕ) : Matrix (Fin d) (Fin d) ℂ :=
  diagonal (fun i => if i.val < k then 1 else 0)

/-- For Hermitian `n` and `d ≥ 1` the energy is `-(U/2) (Tr n² - (Tr n)²/d)`. -/
theorem amfEnergy_eq (hd : 0 < d) (hn : n.IsHermitian) :
    amfEnergy U n = -(U / 2) * ((n * n).trace.re - n.trace.re ^ 2 / d) := by
  obtain ⟨r, hr⟩ : ∃ r : ℝ, n.trace = (r : ℂ) := by
    have h : star n.trace = n.trace := by rw [← trace_conjTranspose, hn.eq]
    exact ⟨n.trace.re, (Complex.conj_eq_iff_re.mp h).symm⟩
  have hd' : (d : ℂ) ≠ 0 := by exact_mod_cast hd.ne'
  have hsq : ∀ c : ℂ, (n - c • (1 : Matrix (Fin d) (Fin d) ℂ)) ^ 2
      = n * n - (2 * c) • n + (c * c) • (1 : Matrix (Fin d) (Fin d) ℂ) := by
    intro c
    rw [pow_two, sub_mul, mul_sub, mul_sub]
    simp only [smul_mul_assoc, mul_smul_comm, one_mul, mul_one]
    module
  have ht : ((n - (n.trace / (d : ℂ)) • (1 : Matrix (Fin d) (Fin d) ℂ)) ^ 2).trace
      = (n * n).trace - n.trace ^ 2 / (d : ℂ) := by
    have hc : n.trace / (d : ℂ) * d = n.trace := div_mul_cancel₀ _ hd'
    rw [hsq]
    simp only [trace_add, trace_sub, trace_smul, trace_one, Fintype.card_fin, smul_eq_mul]
    linear_combination (n.trace / (d : ℂ)) * hc
  have h3 : ((r : ℂ) ^ 2 / (d : ℂ)).re = r ^ 2 / d := by
    have h : (r : ℂ) ^ 2 / (d : ℂ) = ((r ^ 2 / d : ℝ) : ℂ) := by simp
    rw [h, Complex.ofReal_re]
  unfold amfEnergy
  rw [ht, hr, Complex.sub_re, h3, Complex.ofReal_re]

/-- The eigenvalues of an occupation matrix lie between 0 and 1; their sum is `Tr n` and the
sum of their squares is `Tr n²`. -/
theorem occupation_spectrum (hn : IsOccupation n) :
    (∀ i, 0 ≤ hn.pos.isHermitian.eigenvalues i ∧ hn.pos.isHermitian.eigenvalues i ≤ 1) ∧
    n.trace.re = ∑ i, hn.pos.isHermitian.eigenvalues i ∧
    (n * n).trace.re = ∑ i, hn.pos.isHermitian.eigenvalues i ^ 2 := by
  obtain ⟨V, hV, hs⟩ : ∃ V : Matrix (Fin d) (Fin d) ℂ, star V * V = 1 ∧
      n = V * diagonal (fun i => (hn.pos.isHermitian.eigenvalues i : ℂ)) * star V :=
    ⟨hn.pos.isHermitian.eigenvectorUnitary, Unitary.coe_star_mul_self _, by
      have h := hn.pos.isHermitian.spectral_theorem
      rw [Unitary.conjStarAlgAut_apply] at h
      exact h⟩
  generalize hn.pos.isHermitian.eigenvalues = l at hs ⊢
  have hD : star V * n * V = diagonal (fun i => (l i : ℂ)) := by
    calc star V * n * V
        = star V * (V * diagonal (fun i => (l i : ℂ)) * star V) * V := by rw [← hs]
      _ = (star V * V) * diagonal (fun i => (l i : ℂ)) * (star V * V) := by
          simp only [mul_assoc]
      _ = _ := by rw [hV, one_mul, mul_one]
  have hH : star V * (1 - n) * V = diagonal (fun i => 1 - (l i : ℂ)) := by
    rw [mul_sub, sub_mul, mul_one, hV, hD, ← diagonal_one, diagonal_sub]
  have p0 : (diagonal (fun i => (l i : ℂ))).PosSemidef := by
    rw [← hD]
    exact hn.pos.conjTranspose_mul_mul_same V
  have p1 : (diagonal (fun i => 1 - (l i : ℂ))).PosSemidef := by
    rw [← hH]
    exact hn.hole.conjTranspose_mul_mul_same V
  refine ⟨fun i => ⟨?_, ?_⟩, ?_, ?_⟩
  · exact Complex.zero_le_real.mp (posSemidef_diagonal_iff.mp p0 i)
  · have h : (0 : ℂ) ≤ ((1 - l i : ℝ) : ℂ) := by
      push_cast
      exact posSemidef_diagonal_iff.mp p1 i
    linarith [Complex.zero_le_real.mp h]
  · rw [hs, trace_mul_cycle, hV, one_mul, trace_diagonal]
    simp
  · have h : n * n = V * (diagonal (fun i => (l i : ℂ)) * diagonal (fun i => (l i : ℂ)))
        * star V := by
      calc n * n = (V * diagonal (fun i => (l i : ℂ)) * star V)
            * (V * diagonal (fun i => (l i : ℂ)) * star V) := by rw [← hs]
        _ = V * diagonal (fun i => (l i : ℂ)) * (star V * V)
            * diagonal (fun i => (l i : ℂ)) * star V := by simp only [mul_assoc]
        _ = _ := by rw [hV, mul_one, mul_assoc V]
    rw [h, trace_mul_cycle, hV, one_mul, diagonal_mul_diagonal, trace_diagonal]
    simp [pow_two]

/-- For levels with occupations `l i` in `[0,1]` and `k` further full levels, the sum of squares
plus `2m` times the total filling minus its square is at most `m(m+1)`. -/
theorem filling_bound {ι : Type*} (m : ℕ) (s : Finset ι) (l : ι → ℝ)
    (hl : ∀ i, 0 ≤ l i ∧ l i ≤ 1) (k : ℕ) :
    (∑ i ∈ s, l i ^ 2 + k) + 2 * m * (∑ i ∈ s, l i + k) - (∑ i ∈ s, l i + k) ^ 2
      ≤ (m : ℝ) * (m + 1) := by
  classical
  induction s using Finset.induction_on generalizing k with
  | empty =>
    -- integer filling: the claim is (k - m)(k - m - 1) ≥ 0
    simp only [Finset.sum_empty]
    rcases le_or_gt k m with h | h
    · have h' : (k : ℝ) ≤ m := by exact_mod_cast h
      nlinarith [mul_nonneg (sub_nonneg.2 h') (by linarith : (0 : ℝ) ≤ m + 1 - k)]
    · have h' : (m : ℝ) + 1 ≤ k := by exact_mod_cast h
      nlinarith [mul_nonneg (sub_nonneg.2 h') (by linarith : (0 : ℝ) ≤ k - m)]
  | insert a s ha ih =>
    -- affine in `l a`: interpolate between the level empty and the level full
    rw [Finset.sum_insert ha, Finset.sum_insert ha]
    have h0 := ih k
    have h1 := ih (k + 1)
    push_cast at h1
    nlinarith [mul_le_mul_of_nonneg_left h0 (sub_nonneg.2 (hl a).2),
      mul_le_mul_of_nonneg_left h1 (hl a).1]

/-- In a shell with `d = 2m+1` orbitals and `U ≥ 0`, the energy of an occupation matrix lies above
`-U(d²-1)/(8d)` by at least `U(d-1)/(2d)` times `Tr(n - n²)`. -/
theorem amf_stability (hd : d = 2 * m + 1) (hU : 0 ≤ U) (hn : IsOccupation n) :
    -(U * ((d : ℝ) ^ 2 - 1) / (8 * d)) + U * ((d : ℝ) - 1) / (2 * d) * (n - n * n).trace.re
      ≤ amfEnergy U n := by
  obtain ⟨hl, h1, h2⟩ := occupation_spectrum hn
  have hb := filling_bound m Finset.univ _ hl 0
  simp only [Nat.cast_zero, add_zero] at hb
  rw [← h1, ← h2] at hb
  have hdR : (d : ℝ) = 2 * m + 1 := by exact_mod_cast hd
  have hm : (m : ℝ) = ((d : ℝ) - 1) / 2 := by linarith
  have hpos : (0 : ℝ) < d := by rw [hdR]; positivity
  rw [amfEnergy_eq (by omega) hn.pos.isHermitian, trace_sub, Complex.sub_re]
  have hnn := mul_nonneg (by positivity : 0 ≤ U / (2 * (d : ℝ))) (sub_nonneg.2 hb)
  rw [hm] at hnn
  refine sub_nonneg.1 (hnn.trans_eq ?_)
  field_simp
  ring

/-- For an occupation matrix, `n - n²` is positive semidefinite. -/
theorem defect_posSemidef (hn : IsOccupation n) : (n - n * n).PosSemidef := by
  have h1 := hn.hole.conjTranspose_mul_mul_same n
  have h2 := hn.pos.conjTranspose_mul_mul_same (1 - n)
  rw [hn.pos.isHermitian.eq] at h1
  rw [hn.hole.isHermitian.eq] at h2
  have e : n - n * n = n * (1 - n) * n + (1 - n) * n * (1 - n) := by noncomm_ring
  rw [e]
  exact h1.add h2

/-- An orthogonal projection is an occupation matrix, and its trace is its rank. -/
theorem projection_occupation (hH : n.IsHermitian) (hP : n * n = n) :
    IsOccupation n ∧ n.trace.re = n.rank := by
  have ho : IsOccupation n := by
    constructor
    · have h := posSemidef_conjTranspose_mul_self n
      rwa [hH.eq, hP] at h
    · have h := posSemidef_conjTranspose_mul_self (1 - n)
      have e : (1 - n)ᴴ * (1 - n) = 1 - n := by
        rw [conjTranspose_sub, conjTranspose_one, hH.eq]
        linear_combination (norm := noncomm_ring) hP
      rwa [e] at h
  refine ⟨ho, ?_⟩
  obtain ⟨hl, h1, h2⟩ := occupation_spectrum ho
  have h3 : ∑ i, (ho.pos.isHermitian.eigenvalues i
      - ho.pos.isHermitian.eigenvalues i ^ 2) = 0 := by
    rw [Finset.sum_sub_distrib, ← h1, ← h2, hP, sub_self]
  -- every eigenvalue is 0 or 1, so the trace counts the nonzero ones
  have h4 := fun i => (Finset.sum_eq_zero_iff_of_nonneg (fun i _ => by
    nlinarith [mul_nonneg (hl i).1 (sub_nonneg.2 (hl i).2)])).mp h3 i (Finset.mem_univ i)
  rw [h1, ho.pos.isHermitian.rank_eq_card_non_zero_eigs, Fintype.card_subtype,
    ← Finset.sum_boole]
  refine Finset.sum_congr rfl fun i _ => ?_
  by_cases h : ho.pos.isHermitian.eigenvalues i = 0
  · simp [h]
  · have h5 : ho.pos.isHermitian.eigenvalues i = 1 := by
      apply mul_left_cancel₀ h
      linear_combination -(h4 i)
    simp [h5]

/-- An orthogonal projection of rank `k` in a shell with `d ≥ 1` orbitals has energy
`-U k(d-k)/(2d)`. -/
theorem projection_energy (hd : 0 < d) (hH : n.IsHermitian) (hP : n * n = n) :
    amfEnergy U n = -(U * (n.rank * ((d : ℝ) - n.rank)) / (2 * d)) := by
  have hd' : (d : ℝ) ≠ 0 := by exact_mod_cast hd.ne'
  rw [amfEnergy_eq hd hH, hP, (projection_occupation hH hP).2]
  field_simp

/-- For `k ≤ d`, filling the first `k` orbitals gives an orthogonal projection of rank `k`. -/
theorem filledShell_spec {k : ℕ} (hk : k ≤ d) :
    (filledShell d k).IsHermitian ∧ filledShell d k * filledShell d k = filledShell d k ∧
      (filledShell d k).rank = k := by
  have hH : (filledShell d k).IsHermitian := by
    unfold filledShell Matrix.IsHermitian
    rw [diagonal_conjTranspose]
    congr 1
    funext i
    by_cases h : i.val < k <;> simp [h]
  have hP : filledShell d k * filledShell d k = filledShell d k := by
    unfold filledShell
    rw [diagonal_mul_diagonal]
    congr 1
    funext i
    by_cases h : i.val < k <;> simp [h]
  have hsum : ∀ N : ℕ, ∑ i ∈ Finset.range (k + N), (if i < k then (1 : ℂ) else 0) = k := by
    intro N
    induction N with
    | zero =>
      rw [add_zero, Finset.sum_congr rfl (fun i hi => if_pos (Finset.mem_range.1 hi))]
      simp
    | succ N ih =>
      rw [← add_assoc, Finset.sum_range_succ, ih, if_neg (by omega), add_zero]
  have ht : (filledShell d k).trace.re = k := by
    obtain ⟨N, rfl⟩ := Nat.exists_eq_add_of_le hk
    unfold filledShell
    rw [trace_diagonal,
      Fin.sum_univ_eq_sum_range (fun i => if i < k then (1 : ℂ) else 0) (k + N), hsum]
    simp
  exact ⟨hH, hP, by exact_mod_cast (projection_occupation hH hP).2.symm.trans ht⟩

/-- For `d = 2m+1` orbitals and `U ≥ 0`, the least around-mean-field energy over all occupation
matrices is `-U(d²-1)/(8d)`, and every orthogonal projection of rank `m` or `m+1` attains it. -/
theorem amf_minimum (hd : d = 2 * m + 1) (hU : 0 ≤ U) :
    IsLeast (amfEnergy U '' {n : Matrix (Fin d) (Fin d) ℂ | IsOccupation n})
      (-(U * ((d : ℝ) ^ 2 - 1) / (8 * d))) ∧
    ∀ n : Matrix (Fin d) (Fin d) ℂ, n.IsHermitian → n * n = n → (n.rank = m ∨ n.rank = m + 1) →
      amfEnergy U n = -(U * ((d : ℝ) ^ 2 - 1) / (8 * d)) := by
  have hdR : (d : ℝ) = 2 * m + 1 := by exact_mod_cast hd
  have hm : (m : ℝ) = ((d : ℝ) - 1) / 2 := by linarith
  have hpos : (0 : ℝ) < d := by rw [hdR]; positivity
  have att : ∀ n : Matrix (Fin d) (Fin d) ℂ, n.IsHermitian → n * n = n →
      (n.rank = m ∨ n.rank = m + 1) →
      amfEnergy U n = -(U * ((d : ℝ) ^ 2 - 1) / (8 * d)) := by
    intro n hH hP hr
    rw [projection_energy (by omega) hH hP]
    have hk : (n.rank : ℝ) * ((d : ℝ) - n.rank) = ((d : ℝ) ^ 2 - 1) / 4 := by
      rcases hr with h | h
      · rw [h, hm]; ring
      · rw [h, Nat.cast_add, Nat.cast_one, hm]; ring
    rw [hk]
    ring
  refine ⟨⟨?_, ?_⟩, att⟩
  · obtain ⟨hH, hP, hr⟩ := filledShell_spec (d := d) (k := m) (by omega)
    exact ⟨filledShell d m, (projection_occupation hH hP).1, att _ hH hP (Or.inl hr)⟩
  · rintro _ ⟨n, hn, rfl⟩
    have h0 : 0 ≤ (n - n * n).trace.re :=
      (Complex.le_def.mp (defect_posSemidef hn).trace_nonneg).1
    have hd1 : (0 : ℝ) ≤ (d : ℝ) - 1 := by rw [hdR]; simp
    have hc : 0 ≤ U * ((d : ℝ) - 1) / (2 * d) * (n - n * n).trace.re := by positivity
    linarith [amf_stability hd hU hn]

/-- For `d = 2m+1 ≥ 3` orbitals and `U > 0`, an occupation matrix has the energy `-U(d²-1)/(8d)`
exactly when it is a projection of rank `m` or `m+1`. -/
theorem amf_minimizers (hd : d = 2 * m + 1) (hm1 : 1 ≤ m) (hU : 0 < U) (hn : IsOccupation n) :
    amfEnergy U n = -(U * ((d : ℝ) ^ 2 - 1) / (8 * d)) ↔
      n * n = n ∧ (n.rank = m ∨ n.rank = m + 1) := by
  refine ⟨fun hE => ?_, fun h => (amf_minimum hd hU.le).2 n hn.pos.isHermitian h.1 h.2⟩
  have hdR : (d : ℝ) = 2 * m + 1 := by exact_mod_cast hd
  have hmR : (1 : ℝ) ≤ m := by exact_mod_cast hm1
  have hpos : (0 : ℝ) < d := by linarith
  have hd1 : (0 : ℝ) < (d : ℝ) - 1 := by linarith
  have hps := defect_posSemidef hn
  have h0 := Complex.le_def.mp hps.trace_nonneg
  have hc : 0 < U * ((d : ℝ) - 1) / (2 * d) := by positivity
  -- the stability estimate leaves no room for fractional occupation
  have hre : (n - n * n).trace.re = 0 := by
    refine le_antisymm ?_ h0.1
    by_contra hlt
    have := mul_pos hc (not_le.mp hlt)
    linarith [amf_stability hd hU.le hn]
  have hP : n * n = n :=
    (sub_eq_zero.mp (hps.trace_eq_zero_iff.mp (Complex.ext hre h0.2.symm))).symm
  refine ⟨hP, ?_⟩
  rw [projection_energy (by omega) hn.pos.isHermitian hP] at hE
  have e : U / (2 * (d : ℝ)) * (n.rank * ((d : ℝ) - n.rank) - ((d : ℝ) ^ 2 - 1) / 4) = 0 := by
    linear_combination -hE
  have hU2 : U / (2 * (d : ℝ)) ≠ 0 := by positivity
  have e2 := (mul_eq_zero.mp e).resolve_left hU2
  rw [hdR] at e2
  have e3 : ((n.rank : ℝ) - m) * ((n.rank : ℝ) - (m + 1)) = 0 := by linear_combination -e2
  rcases mul_eq_zero.mp e3 with h | h
  · exact Or.inl (by exact_mod_cast sub_eq_zero.mp h)
  · exact Or.inr (by exact_mod_cast sub_eq_zero.mp h)

end

end AMFOddShell
```

```lean
#print axioms AMFOddShell.amf_minimum
#print axioms AMFOddShell.amf_minimizers
```

```
'AMFOddShell.amf_minimum' depends on axioms: [propext, Classical.choice, Quot.sound]
'AMFOddShell.amf_minimizers' depends on axioms: [propext, Classical.choice, Quot.sound]
```

## The theorems in words

`IsOccupation` holds the two positivity conditions; Mathlib's `PosSemidef` includes Hermiticity. `amfEnergy` is the trace formula with a real part taken, which loses nothing for Hermitian $n$. An orthogonal projection appears as `n.IsHermitian` together with `n * n = n`.

In `amf_minimum`, `IsLeast` says that the stated value is the energy of some occupation matrix and that no occupation matrix lies below it. `amf_minimizers` adds, for `1 ≤ m` and `0 < U`, that only projections of rank $m$ or $m+1$ reach it. For $d=1$ the energy is zero at every occupation, fractional ones included.

## From the spectrum to the minimisers

`amfEnergy_eq` expands the square. `occupation_spectrum` diagonalises $n$ with a unitary and reads the bounds on the eigenvalues from the transformed $n$ and $1-n$.

`filling_bound` is the induction over levels, with `k` counting those already set to full. Its `insert` step weights the bounds for `k` and `k + 1` by $1-\lambda_a$ and $\lambda_a$, and `nlinarith` combines them. `amf_stability` turns the result into the energy estimate.

`defect_posSemidef` uses $n-n^2=n(1-n)n+(1-n)n(1-n)$, a sum of positive semidefinite terms. Zero trace therefore gives $n^2=n$ as a matrix equation. `projection_occupation` identifies trace with rank, `projection_energy` supplies the energy at each rank, and `filledShell_spec` provides an explicit minimiser with the first $m$ orbitals filled.

## Spin-summed matrices and the total energy

Positivity of $n$ alone is not enough for the bound. The spin-summed $p$-shell matrix $n=\mathrm{diag}(2,0,0)$ gives $-\tfrac U2(4-\tfrac43)=-\tfrac{4U}{3}$, below the single-channel minimum $-\tfrac U3$ when $U>0$. This is not the AMF energy of a doubly filled orbital: the functional is applied to each spin channel separately, where $\mathrm{diag}(1,0,0)$ gives $-\tfrac U3$, so the two channels together give $-\tfrac{2U}{3}$.

The step left to the user is that the matrix a code produces satisfies `IsOccupation`. It does when orthonormal Kohn–Sham orbitals with occupations in $[0,1]$ are projected onto orthonormal local orbitals; other population schemes need their own argument.

The minimum concerns the AMF term alone. In a self-consistent calculation the rest of the functional also acts on $n$, and the ground state may have fractional occupations.
